# With exact core eigenvectors, a level shift makes the lowest valence energy the ground level exactly when no shifted core energy lies below it

Let $H$ be a Hermitian matrix with orthonormal core eigenvectors $c_i$, $Hc_i=e_ic_i$, and let $E_v$ be its lowest eigenvalue on the nonzero orthogonal complement of the core. For real shifts $B_i$, define

$$W=\sum_i B_i\,c_i\langle c_i,\cdot\rangle .$$

Then

$$\text{the lowest eigenvalue of } H+W \text{ is } E_v\quad\Longleftrightarrow\quad e_i+B_i\ge E_v\ \text{ for every } i .$$

If all these inequalities are strict, every eigenvector of $H+W$ at $E_v$ is also orthogonal to the core.

## Lowest-state solvers and the size of the shift

A code can add $W$ to a one-particle Hamiltonian so that an iterative solver for the lowest eigenpair returns a valence state. For a fixed $H$ with exact core eigenvectors, the condition above says which shifts make the lowest eigenvalue equal to $E_v$. At equality the energy is right, but a core state is degenerate with the valence state and the solver may return a mixture. A strict margin removes that degeneracy.

The normalisation of the projectors matters. Take $H=\mathrm{diag}(-10,-1)$ and the unnormalised core vector $c=(1/2,0)$, with $B=9$. Then $e+B=-1=E_v$, yet $W$ raises the core level by only $B\|c\|^2=9/4$. The lowest eigenvalue is $-7.75$, and the criterion fails.

## Projecting the eigenvalue equation on the core

The inner product is linear in its second argument. Orthonormality gives

$$Wc_i=B_ic_i,\qquad \langle c_i,Wx\rangle=B_i\langle c_i,x\rangle,$$

and $Wv=0$ whenever $v$ is orthogonal to all core states.

Suppose $(H+W)v=Ev$ with $v\ne0$. Since $H$ is Hermitian and $e_i$ is real, $\langle c_i,Hv\rangle=\langle Hc_i,v\rangle=e_i\langle c_i,v\rangle$. Projecting the equation on $c_i$ therefore gives

$$(e_i+B_i-E)\langle c_i,v\rangle=0 .$$

If some component $\langle c_i,v\rangle$ is nonzero, then $E=e_i+B_i$. If all vanish, then $Wv=0$ and $Hv=Ev$, so $E$ is a valence level of $H$. Conversely, a core-orthogonal eigenvector of $H$ keeps its energy in $H+W$, and $(H+W)c_i=(e_i+B_i)c_i$. Hence

$$\text{levels}(H+W)=\text{valence levels}(H)\cup\{e_i+B_i\}.$$

Since $E_v$ is the least valence level, it is the least element of this union exactly when no $e_i+B_i$ lies below it. For arbitrary shifts and at least one core state, the lowest level is $\min(E_v,\min_i(e_i+B_i))$.

For the strict version, if $e_i+B_i>E_v$ for all $i$, the projected equation at $E=E_v$ forces every core component to vanish. If instead $e_i+B_i=E_v$ for some $i$, then $c_i$ is itself an eigenvector at $E_v$ and is not orthogonal to the core.

In finite dimension $E_v$ exists: $\langle c_i,Hv\rangle=e_i\langle c_i,v\rangle$ shows that $H$ maps the complement to itself, and a Hermitian operator on a nonzero finite-dimensional space has a least eigenvalue.

## The Lean file

```lean
import Mathlib

open scoped InnerProductSpace

namespace LevelShiftPseudopotential

noncomputable section

variable {V ι : Type*} [NormedAddCommGroup V] [InnerProductSpace ℂ V] [Fintype ι]

/-- The level-shift pseudopotential `∑ i, B i |c i⟩⟨c i|`. -/
def levelShift (c : ι → V) (B : ι → ℝ) : V →ₗ[ℂ] V where
  toFun x := ∑ i, ((B i : ℂ) * ⟪c i, x⟫_ℂ) • c i
  map_add' x y := by
    simp only [inner_add_right, mul_add, add_smul, Finset.sum_add_distrib]
  map_smul' a x := by
    simp only [inner_smul_right, Finset.smul_sum, smul_smul, RingHom.id_apply]
    refine Finset.sum_congr rfl fun i _ => ?_
    congr 1
    ring

/-- The real eigenvalues of an operator. -/
def levels (A : V →ₗ[ℂ] V) : Set ℝ :=
  {E | ∃ v : V, v ≠ 0 ∧ A v = (E : ℂ) • v}

/-- The real eigenvalues of `H` that have an eigenvector orthogonal to all core states. -/
def valenceLevels {κ : Type*} (H : V →ₗ[ℂ] V) (c : κ → V) : Set ℝ :=
  {E | ∃ v : V, v ≠ 0 ∧ (∀ i, ⟪c i, v⟫_ℂ = 0) ∧ H v = (E : ℂ) • v}

variable {H : V →ₗ[ℂ] V} {c : ι → V} {e : ι → ℝ}

lemma levelShift_apply (c : ι → V) (B : ι → ℝ) (x : V) :
    levelShift c B x = ∑ i, ((B i : ℂ) * ⟪c i, x⟫_ℂ) • c i := rfl

/-- The level-shift pseudopotential with real shifts is a symmetric operator. -/
theorem levelShift_isSymmetric (c : ι → V) (B : ι → ℝ) : (levelShift c B).IsSymmetric := by
  intro x y
  simp only [levelShift_apply, sum_inner, inner_sum, inner_smul_left, inner_smul_right,
    map_mul, Complex.conj_ofReal, inner_conj_symm]
  refine Finset.sum_congr rfl fun i _ => ?_
  ring

/-- The pseudopotential multiplies the component along core state `c i` by `B i`. -/
lemma inner_levelShift (hc : Orthonormal ℂ c) (B : ι → ℝ) (i : ι) (x : V) :
    ⟪c i, levelShift c B x⟫_ℂ = (B i : ℂ) * ⟪c i, x⟫_ℂ := by
  rw [levelShift_apply]
  exact hc.inner_right_fintype (fun j => (B j : ℂ) * ⟪c j, x⟫_ℂ) i

/-- Each core state is an eigenvector of the pseudopotential, with its shift as eigenvalue. -/
lemma levelShift_core (hc : Orthonormal ℂ c) (B : ι → ℝ) (i : ι) :
    levelShift c B (c i) = (B i : ℂ) • c i := by
  rw [levelShift_apply, Finset.sum_eq_single i]
  · rw [inner_self_eq_norm_sq_to_K, hc.1 i]
    simp
  · intro j _ hj
    rw [hc.2 hj, mul_zero, zero_smul]
  · intro h
    exact absurd (Finset.mem_univ i) h

/-- The pseudopotential annihilates every state orthogonal to the core. -/
lemma levelShift_valence (B : ι → ℝ) {v : V} (h : ∀ i, ⟪c i, v⟫_ℂ = 0) :
    levelShift c B v = 0 := by
  rw [levelShift_apply]
  exact Finset.sum_eq_zero fun i _ => by rw [h i, mul_zero, zero_smul]

/-- In the shifted Hamiltonian the core state `c i` has energy `e i + B i`. -/
lemma shifted_core (hc : Orthonormal ℂ c) (he : ∀ i, H (c i) = (e i : ℂ) • c i)
    (B : ι → ℝ) (i : ι) :
    (H + levelShift c B) (c i) = ((e i + B i : ℝ) : ℂ) • c i := by
  rw [LinearMap.add_apply, he i, levelShift_core hc, ← add_smul, Complex.ofReal_add]

/-- An eigenvector of the shifted Hamiltonian either has no component along `c i`,
or its energy is the shifted core energy `e i + B i`. -/
theorem core_component (hH : H.IsSymmetric) (hc : Orthonormal ℂ c)
    (he : ∀ i, H (c i) = (e i : ℂ) • c i) (B : ι → ℝ) {E : ℝ} {v : V}
    (hv : (H + levelShift c B) v = (E : ℂ) • v) (i : ι) :
    ⟪c i, v⟫_ℂ = 0 ∨ e i + B i = E := by
  -- project the eigenvalue equation on the core state
  have h : ⟪c i, (H + levelShift c B) v⟫_ℂ = ((e i + B i : ℝ) : ℂ) * ⟪c i, v⟫_ℂ := by
    rw [LinearMap.add_apply, inner_add_right, inner_levelShift hc, ← hH (c i) v, he i,
      inner_smul_left, Complex.conj_ofReal, Complex.ofReal_add, add_mul]
  rw [hv, inner_smul_right] at h
  by_cases hz : ⟪c i, v⟫_ℂ = 0
  · exact Or.inl hz
  · exact Or.inr (Complex.ofReal_injective (mul_right_cancel₀ hz h)).symm

/-- The levels of the shifted Hamiltonian are the valence levels of `H` together with
the shifted core energies. -/
theorem levels_shifted (hH : H.IsSymmetric) (hc : Orthonormal ℂ c)
    (he : ∀ i, H (c i) = (e i : ℂ) • c i) (B : ι → ℝ) :
    levels (H + levelShift c B) = valenceLevels H c ∪ Set.range (fun i => e i + B i) := by
  ext E
  constructor
  · rintro ⟨v, hv, hE⟩
    by_cases h : ∀ i, ⟪c i, v⟫_ℂ = 0
    · left
      rw [LinearMap.add_apply, levelShift_valence B h, add_zero] at hE
      exact ⟨v, hv, h, hE⟩
    · right
      obtain ⟨i, hi⟩ := not_forall.mp h
      exact ⟨i, (core_component hH hc he B hE i).resolve_left hi⟩
  · rintro (⟨v, hv, h, hE⟩ | ⟨i, rfl⟩)
    · exact ⟨v, hv, by rw [LinearMap.add_apply, levelShift_valence B h, add_zero, hE]⟩
    · exact ⟨c i, hc.ne_zero i, shifted_core hc he B i⟩

/-- The lowest valence level `Ev` is the lowest eigenvalue of the shifted Hamiltonian
if and only if every shifted core energy is at least `Ev`. -/
theorem lowest_eq_valence_iff (hH : H.IsSymmetric) (hc : Orthonormal ℂ c)
    (he : ∀ i, H (c i) = (e i : ℂ) • c i) (B : ι → ℝ) {Ev : ℝ}
    (hEv : IsLeast (valenceLevels H c) Ev) :
    IsLeast (levels (H + levelShift c B)) Ev ↔ ∀ i, Ev ≤ e i + B i := by
  rw [levels_shifted hH hc he B]
  constructor
  · intro h i
    exact h.2 (Or.inr ⟨i, rfl⟩)
  · intro h
    refine ⟨Or.inl hEv.1, ?_⟩
    rintro E (hE | ⟨i, rfl⟩)
    · exact hEv.2 hE
    · exact h i

/-- For arbitrary real shifts, the lowest eigenvalue of the shifted Hamiltonian is the smaller
of the lowest valence level and the lowest shifted core energy. -/
theorem lowest_eq_min [Nonempty ι] (hH : H.IsSymmetric) (hc : Orthonormal ℂ c)
    (he : ∀ i, H (c i) = (e i : ℂ) • c i) (B : ι → ℝ) {Ev : ℝ}
    (hEv : IsLeast (valenceLevels H c) Ev) :
    IsLeast (levels (H + levelShift c B))
      (min Ev (Finset.univ.inf' Finset.univ_nonempty (fun i => e i + B i))) := by
  rw [levels_shifted hH hc he B]
  constructor
  · rcases min_choice Ev (Finset.univ.inf' Finset.univ_nonempty (fun i => e i + B i))
      with h | h
    · rw [h]
      exact Or.inl hEv.1
    · rw [h]
      obtain ⟨i, _, hi⟩ :=
        Finset.exists_mem_eq_inf' Finset.univ_nonempty (fun i => e i + B i)
      exact Or.inr ⟨i, hi.symm⟩
  · rintro E (hE | ⟨i, rfl⟩)
    · exact (min_le_left _ _).trans (hEv.2 hE)
    · exact (min_le_right _ _).trans
        (Finset.inf'_le (fun i => e i + B i) (Finset.mem_univ i))

/-- All shifted core energies lie strictly above `Ev` if and only if `Ev` is the lowest eigenvalue
of the shifted Hamiltonian and every eigenvector of that Hamiltonian with eigenvalue `Ev` is
orthogonal to the core. -/
theorem lowest_purely_valence_iff (hH : H.IsSymmetric) (hc : Orthonormal ℂ c)
    (he : ∀ i, H (c i) = (e i : ℂ) • c i) (B : ι → ℝ) {Ev : ℝ}
    (hEv : IsLeast (valenceLevels H c) Ev) :
    (IsLeast (levels (H + levelShift c B)) Ev ∧
      ∀ v, (H + levelShift c B) v = (Ev : ℂ) • v → ∀ i, ⟪c i, v⟫_ℂ = 0) ↔
    ∀ i, Ev < e i + B i := by
  rw [lowest_eq_valence_iff hH hc he B hEv]
  constructor
  · rintro ⟨hle, hort⟩ i
    refine lt_of_le_of_ne (hle i) fun heq => ?_
    -- at equality the core state itself would be an eigenvector at `Ev`
    have h := shifted_core hc he B i
    rw [← heq] at h
    exact hc.ne_zero i (inner_self_eq_zero.mp (hort (c i) h i))
  · intro h
    exact ⟨fun i => (h i).le, fun v hv i =>
      (core_component hH hc he B hv i).resolve_right (h i).ne'⟩

/-- The standard basis of a three-level system. -/
abbrev modelBasis : OrthonormalBasis (Fin 3) ℂ (EuclideanSpace ℂ (Fin 3)) :=
  EuclideanSpace.basisFun (Fin 3) ℂ

/-- The energies of the three-level system. -/
def modelEnergy : Fin 3 → ℝ := ![-10, -2, -1]

/-- The three-level Hamiltonian with energies `-10, -2, -1`, the first two states being core
states, meets the hypotheses, and its lowest valence level is the third energy. -/
theorem lowest_eq_valence_iff_witness :
    (levelShift modelBasis modelEnergy).IsSymmetric ∧
    Orthonormal ℂ (fun i : Fin 2 => modelBasis i.castSucc) ∧
    (∀ i : Fin 2, levelShift modelBasis modelEnergy (modelBasis i.castSucc) =
      (modelEnergy i.castSucc : ℂ) • modelBasis i.castSucc) ∧
    IsLeast (valenceLevels (levelShift modelBasis modelEnergy)
      (fun i : Fin 2 => modelBasis i.castSucc)) (modelEnergy (Fin.last 2)) := by
  have hb := modelBasis.orthonormal
  refine ⟨levelShift_isSymmetric _ _, hb.comp _ (Fin.castSucc_injective 2),
    fun i => levelShift_core hb _ _, ?_, ?_⟩
  · exact ⟨modelBasis (Fin.last 2), hb.ne_zero _,
      fun i => hb.2 (Fin.castSucc_lt_last i).ne, levelShift_core hb _ _⟩
  · rintro E ⟨v, hv, ho, hE⟩
    have hz : ⟪modelBasis (Fin.last 2), v⟫_ℂ ≠ 0 := by
      intro hz
      apply hv
      rw [← modelBasis.sum_repr' v]
      refine Finset.sum_eq_zero fun k _ => ?_
      have hk : ⟪modelBasis k, v⟫_ℂ = 0 := by
        induction k using Fin.lastCases with
        | last => exact hz
        | cast i => exact ho i
      rw [hk, zero_smul]
    have h := inner_levelShift hb modelEnergy (Fin.last 2) v
    rw [hE, inner_smul_right] at h
    exact (Complex.ofReal_injective (mul_right_cancel₀ hz h)).ge

end

end LevelShiftPseudopotential
```

```lean
#print axioms LevelShiftPseudopotential.lowest_eq_valence_iff
#print axioms LevelShiftPseudopotential.lowest_eq_min
#print axioms LevelShiftPseudopotential.lowest_purely_valence_iff
```

```
'LevelShiftPseudopotential.lowest_eq_valence_iff' depends on axioms: [propext, Classical.choice, Quot.sound]
'LevelShiftPseudopotential.lowest_eq_min' depends on axioms: [propext, Classical.choice, Quot.sound]
'LevelShiftPseudopotential.lowest_purely_valence_iff' depends on axioms: [propext, Classical.choice, Quot.sound]
```

## Operators and levels as Lean objects

The space `V` is a complex inner-product space, and `H` is a linear map on all of it. The finite type `ι` labels the core states. `H.IsSymmetric` states $\langle Hx,y\rangle=\langle x,Hy\rangle$, which for a matrix in an orthonormal basis is Hermiticity. The hypotheses `hc` and `he` say that the core vectors are orthonormal eigenvectors with real energies `e i`.

`levels` is the set of real eigenvalues, without multiplicities, and `valenceLevels` keeps those with a nonzero core-orthogonal eigenvector. `IsLeast S E` means that `E` belongs to `S` and is a lower bound for it. The hypothesis `hEv` thus supplies an attained lowest valence level, and with it a nonzero complement. The main theorem, `lowest_eq_valence_iff`, says that `Ev` is least among the shifted levels if and only if `Ev ≤ e i + B i` for all `i`.

## How the lemmas follow the derivation

`levelShift_core`, `inner_levelShift` and `levelShift_valence` are the three properties of $W$, and `shifted_core` adds the core energy. `levelShift_isSymmetric` shows that $W$ is symmetric; $H+W$ is then symmetric too, so restricting `levels` to real numbers loses no eigenvalues.

`core_component` is the projected equation: it computes $\langle c_i,(H+W)v\rangle$ in two ways and cancels the component when it is nonzero. `levels_shifted` splits on whether all core components vanish and proves both inclusions of the union. The main theorem rewrites with that set equality and checks membership and the lower bound. `lowest_eq_min` does the same for the minimum, and `lowest_purely_valence_iff` proves the strict version, using $c_i$ as the offending eigenvector at equality.

`lowest_eq_valence_iff_witness` shows that the hypotheses are satisfiable, with energies $-10,-2,-1$ and the first two states as core. There $E_v=-1$, so the shifts must be at least $9$ and $1$.

## Exact core states and an attained valence minimum

The theorems concern exact arithmetic and exact core eigenvectors of the same $H$ that is being shifted. They give no error bound for approximate core orbitals, or for a Hamiltonian that changes during a self-consistency cycle. They also say nothing about how well a pseudopotential transfers between environments.

Infinite-dimensional spaces are allowed, but `H` must act on every vector of `V`, and only eigenvalues are counted. A continuous spectrum may therefore extend below the lowest eigenvalue.

An alternative model defines $E_v$ as the infimum of $\langle v,Hv\rangle$ over core-orthogonal unit vectors. For Hermitian matrices this gives the same number. In infinite dimension it could describe a lower edge that is not an eigenvalue, but the conclusion would then have to concern the infimum for $H+W$ instead of its lowest eigenvalue, and a nonzero complement would become a separate hypothesis.
